# Commutators of powers of a canonical pair give the Born–Jordan ordering

## Canonical pairs and two orderings of $q^n p^m$

Let $Q$ and $P$ be the position and momentum operators of one degree of freedom, with

$$[Q,P] = QP - PQ = i\hbar .$$

The classical observable $q^n p^m$ does not say in which order the operators should be multiplied, and different orders can give different operators. Two prescriptions are compared here. The Born–Jordan ordering gives equal weight to every way of placing the block $P^m$ among the factors $Q$:

$$\mathrm{BJ}(n,m) = \frac{1}{n+1}\sum_{k=0}^{n} Q^k P^m Q^{n-k}.$$

The Weyl ordering is taken in its binomial form,

$$W(n,m) = \frac{1}{2^n}\sum_{k=0}^{n}\binom{n}{k}\, Q^k P^m Q^{n-k}.$$

Here $n$ and $m$ are natural numbers, zero included.

## Dirac's rule for pure powers

Classically, the Poisson bracket is $\{q^{n+1},p^{m+1}\} = (n+1)(m+1)\,q^n p^m$. Dirac's rule asks that the commutator of two quantised observables be $i\hbar$ times the quantised Poisson bracket. If $q^{n+1}$ becomes $Q^{n+1}$ and $p^{m+1}$ becomes $P^{m+1}$, the rule requires an operator for $q^n p^m$, and that operator is the Born–Jordan one:

$$[Q^{n+1},P^{m+1}] = i\hbar\,(n+1)(m+1)\,\mathrm{BJ}(n,m).$$

This concerns brackets of a power of $q$ with a power of $p$; brackets of mixed monomials are a separate matter.

The Weyl form fails the same requirement at $n=m=2$ when $\hbar\neq 0$, because

$$\mathrm{BJ}(2,2) - \tfrac14\left(P^2Q^2 + 2QP^2Q + Q^2P^2\right) = -\frac{\hbar^2}{6}.$$

For a Hamiltonian term $\lambda q^2p^2$ with real coefficient $\lambda$, in one degree of freedom, changing from Weyl to Born–Jordan ordering therefore adds the constant $-\lambda\hbar^2/6$, which leaves energy differences unchanged.

## What the Lean theorems say

The operators are elements `Q P : A` of an arbitrary complex algebra with unit. The hypothesis `Q * P - P * Q = (Complex.I * ħ) • (1 : A)` is the canonical commutation relation: it postulates that the commutator is a multiple of the identity, with the real number `ħ` setting the scale of quantum non-commutativity. Its sign is free, and it may vanish unless `ħ ≠ 0` is assumed.

In `bornJordan Q P n m`, the first exponent belongs to the first operator, so `bornJordan P Q m n` averages $P^jQ^nP^{m-j}$ over $j=0,\dots,m$. The definition `weyl` is the binomial formula above; its agreement with the average over all orderings of the individual factors is not established here.

The main theorem, `commutator_eq_bornJordan`, holds for all `n` and `m`. For $\hbar\ne0$, `eq_bornJordan` adds that no other operator can take the place of $\mathrm{BJ}(n,m)$ in the relation. The theorem `bornJordan_symm` says that moving the block $Q^n$ through the factors $P$ gives the same average. Finally, `commutator_ne_weyl` states the failure of the Weyl form for $Q^3$ and $P^3$, assuming $\hbar\neq0$ and an algebra in which $1\neq0$.

Position and momentum on a Hilbert space are unbounded, so their products need a domain. The step left to the user is to choose a common domain that both operators map into itself; the linear maps on that domain then form an algebra of the required kind. Self-adjointness is neither assumed nor concluded. As an explicit algebraic instance of the canonical relation, `canonical_pair_witness` uses multiplication by $x$ and $-i\hbar\,d/dx$ on complex polynomials. Nonzero polynomials are not square-integrable on the line, so they are not physical wave functions there; the example shows only that the hypothesis can be satisfied.

## The commutator of two powers

For any $X$ and $Y$, put $a_k = X^kYX^{n+1-k}$. Then

$$X^k[X,Y]X^{n-k} = X^{k+1}YX^{n-k} - X^kYX^{n+1-k} = a_{k+1}-a_k .$$

Summing over $k=0,\dots,n$ leaves $a_{n+1}-a_0$, so

$$[X^{n+1},Y] = \sum_{k=0}^n X^k[X,Y]X^{n-k}.$$

Next, $[Q,P^{m+1}] = i\hbar(m+1)P^m$. At $m=0$ this is the canonical relation. If it holds for $m$, then

$$[Q,P^{m+2}] = [Q,P^{m+1}]P + P^{m+1}[Q,P] = i\hbar(m+1)P^{m+1} + i\hbar P^{m+1} = i\hbar(m+2)P^{m+1}.$$

Setting $X=Q$ and $Y=P^{m+1}$ in the telescoping sum gives

$$[Q^{n+1},P^{m+1}] = i\hbar(m+1)\sum_{k=0}^nQ^kP^mQ^{n-k} = i\hbar(n+1)(m+1)\,\mathrm{BJ}(n,m).$$

If an operator $T$ satisfies the same equation in place of $\mathrm{BJ}(n,m)$ and $\hbar\neq0$, dividing by the nonzero scalar $i\hbar(n+1)(m+1)$ gives $T=\mathrm{BJ}(n,m)$. For $\hbar=0$ the equation reads $0=0$ and leaves $T$ free.

For the exchange symmetry, note that $[P,Q]=i(-\hbar)$. The result just obtained, with the operators exchanged, reads

$$[P^{m+1},Q^{n+1}] = -i\hbar(m+1)(n+1)\,\frac{1}{m+1}\sum_{j=0}^m P^jQ^nP^{m-j}.$$

Reversing the sign and using uniqueness identifies the two averages when $\hbar\ne0$. When $\hbar=0$ the operators commute, and both averages equal $Q^nP^m$.

## The difference $-\hbar^2/6$

Write $R=P^{m+2}$. For two factors of $Q$,

$$\mathrm{BJ}(2,m+2)-W(2,m+2) = \frac{RQ^2+QRQ+Q^2R}{3}-\frac{RQ^2+2QRQ+Q^2R}{4}$$

$$= \frac{Q^2R-2QRQ+RQ^2}{12} = \frac{1}{12}[Q,[Q,R]].$$

The inner commutator is $i\hbar(m+2)P^{m+1}$, and the outer one multiplies by $i\hbar(m+1)$ and lowers the power once more. Hence

$$\mathrm{BJ}(2,m+2)-W(2,m+2) = -\frac{\hbar^2(m+2)(m+1)}{12}P^m,$$

which is $-\hbar^2/6$ at $m=0$. Consequently

$$[Q^3,P^3] = 9i\hbar\,\mathrm{BJ}(2,2) = 9i\hbar\,W(2,2)-\tfrac32 i\hbar^3 ,$$

and the last term is nonzero when $\hbar\ne0$ and $1\neq0$.

## A two-level truncation breaks both identities

Keep only the two lowest states of a harmonic oscillator, in units where mass times frequency is one, and let $\hbar>0$. With Pauli matrices, the truncated operators are $Q=\sqrt{\hbar/2}\,\sigma_x$ and $P=\sqrt{\hbar/2}\,\sigma_y$, so $[Q,P]=i\hbar\sigma_z$. This equals $i\hbar$ on the ground state but has the wrong sign on the upper state.

Since $Q^2=P^2=\hbar/2$, the Born–Jordan and Weyl forms of $q^2p^2$ both equal $\hbar^2/4$, and their difference is zero instead of $-\hbar^2/6$. Moreover, $[Q^3,P^3]=\tfrac14 i\hbar^3\sigma_z$, whereas $9i\hbar\,\mathrm{BJ}(2,2)=\tfrac94 i\hbar^3$. Having the canonical relation on a single state is thus insufficient for either identity. A larger finite basis cannot restore the relation in full: the trace of a commutator of matrices is zero, while the trace of $i\hbar$ times the identity is not.

## The Lean file

```lean
import Mathlib

open Finset

namespace BornJordanOrdering

variable {A : Type*} [Ring A] [Algebra ℂ A]

/-- Born-Jordan ordering of `q^n p^m`: the equal-weight average of the products
`Q^k P^m Q^(n-k)`, `k = 0, ..., n`. -/
noncomputable def bornJordan (Q P : A) (n m : ℕ) : A :=
  ((n : ℂ) + 1)⁻¹ • ∑ k ∈ range (n + 1), Q ^ k * P ^ m * Q ^ (n - k)

/-- Weyl ordering of `q^n p^m` for a canonical pair, written as the binomially weighted
average of the products `Q^k P^m Q^(n-k)`. -/
noncomputable def weyl (Q P : A) (n m : ℕ) : A :=
  ((2 : ℂ) ^ n)⁻¹ • ∑ k ∈ range (n + 1), (n.choose k : ℂ) • (Q ^ k * P ^ m * Q ^ (n - k))

/-- The commutator of a power `X^(n+1)` with `Y` is the sum over all places at which
one factor `X` is replaced by the commutator `[X, Y]`. -/
theorem commutator_telescope {R : Type*} [Ring R] (X Y : R) (n : ℕ) :
    X ^ (n + 1) * Y - Y * X ^ (n + 1) =
      ∑ k ∈ range (n + 1), X ^ k * (X * Y - Y * X) * X ^ (n - k) := by
  induction n with
  | zero => simp
  | succ n ih =>
    -- all terms but the first carry a common factor X on the left
    have h : ∑ k ∈ range (n + 1), X ^ (k + 1) * (X * Y - Y * X) * X ^ (n + 1 - (k + 1)) =
        X * (X ^ (n + 1) * Y - Y * X ^ (n + 1)) := by
      rw [ih, Finset.mul_sum]
      refine Finset.sum_congr rfl fun k _ => ?_
      rw [Nat.add_sub_add_right, pow_succ' X k]
      simp only [mul_assoc]
    rw [Finset.sum_range_succ', h, pow_succ' X (n + 1)]
    simp only [pow_zero, one_mul, Nat.sub_zero]
    generalize X ^ (n + 1) = Z
    noncomm_ring

/-- If `[Q, P]` is the scalar `c`, then `[Q, P^(m+1)] = c (m+1) P^m`. -/
theorem commutator_pow {Q P : A} {c : ℂ} (h : Q * P - P * Q = c • (1 : A)) (m : ℕ) :
    Q * P ^ (m + 1) - P ^ (m + 1) * Q = (c * ((m : ℂ) + 1)) • P ^ m := by
  induction m with
  | zero => simpa using h
  | succ m ih =>
    calc Q * P ^ (m + 1 + 1) - P ^ (m + 1 + 1) * Q
        = (Q * P ^ (m + 1) - P ^ (m + 1) * Q) * P + P ^ (m + 1) * (Q * P - P * Q) := by
          rw [pow_succ P (m + 1)]
          generalize P ^ (m + 1) = Z
          noncomm_ring
      _ = (c * (((m + 1 : ℕ) : ℂ) + 1)) • P ^ (m + 1) := by
          rw [ih, h, smul_mul_assoc, ← pow_succ, mul_smul_comm, mul_one, ← add_smul]
          congr 1
          push_cast
          ring

/-- For a canonical pair, `[Q^(n+1), P^(m+1)]` is `iħ (n+1)(m+1)` times the
Born-Jordan ordering of `q^n p^m`. -/
theorem commutator_eq_bornJordan {Q P : A} {ħ : ℝ}
    (h : Q * P - P * Q = (Complex.I * ħ) • (1 : A)) (n m : ℕ) :
    Q ^ (n + 1) * P ^ (m + 1) - P ^ (m + 1) * Q ^ (n + 1) =
      (Complex.I * ħ * ((n : ℂ) + 1) * ((m : ℂ) + 1)) • bornJordan Q P n m := by
  have hn : (n : ℂ) + 1 ≠ 0 := Nat.cast_add_one_ne_zero n
  have hs : Complex.I * ħ * ((n : ℂ) + 1) * ((m : ℂ) + 1) * ((n : ℂ) + 1)⁻¹ =
      Complex.I * ħ * ((m : ℂ) + 1) := by
    field_simp
  rw [commutator_telescope Q (P ^ (m + 1)) n, commutator_pow h m, bornJordan, smul_smul, hs,
    Finset.smul_sum]
  refine Finset.sum_congr rfl fun k _ => ?_
  rw [mul_smul_comm, smul_mul_assoc]

/-- For a canonical pair with `ħ ≠ 0`, any operator `T` that satisfies
`[Q^(n+1), P^(m+1)] = iħ (n+1)(m+1) T` is the Born-Jordan ordering of `q^n p^m`. -/
theorem eq_bornJordan {Q P T : A} {ħ : ℝ}
    (h : Q * P - P * Q = (Complex.I * ħ) • (1 : A)) (hħ : ħ ≠ 0) {n m : ℕ}
    (hT : Q ^ (n + 1) * P ^ (m + 1) - P ^ (m + 1) * Q ^ (n + 1) =
      (Complex.I * ħ * ((n : ℂ) + 1) * ((m : ℂ) + 1)) • T) :
    T = bornJordan Q P n m := by
  have ha : Complex.I * ħ * ((n : ℂ) + 1) * ((m : ℂ) + 1) ≠ 0 :=
    mul_ne_zero (mul_ne_zero (mul_ne_zero Complex.I_ne_zero (Complex.ofReal_ne_zero.mpr hħ))
      (Nat.cast_add_one_ne_zero n)) (Nat.cast_add_one_ne_zero m)
  have e := congrArg (fun x => (Complex.I * ħ * ((n : ℂ) + 1) * ((m : ℂ) + 1))⁻¹ • x)
    (hT.symm.trans (commutator_eq_bornJordan h n m))
  simpa only [inv_smul_smul₀ ha] using e

/-- For a canonical pair, averaging `Q^k P^m Q^(n-k)` over `k` gives the same operator as
averaging `P^j Q^n P^(m-j)` over `j`. -/
theorem bornJordan_symm {Q P : A} {ħ : ℝ}
    (h : Q * P - P * Q = (Complex.I * ħ) • (1 : A)) (n m : ℕ) :
    bornJordan Q P n m = bornJordan P Q m n := by
  rcases eq_or_ne ħ 0 with rfl | hħ
  · -- commuting case: every ordering is the plain product
    have hc : Commute Q P := by
      have h0 : Q * P - P * Q = 0 := by rw [h]; simp
      exact sub_eq_zero.mp h0
    have key : ∀ X Y : A, Commute X Y → ∀ a b : ℕ, bornJordan X Y a b = X ^ a * Y ^ b := by
      intro X Y hXY a b
      have hsum : ∑ k ∈ range (a + 1), X ^ k * Y ^ b * X ^ (a - k) =
          ∑ _k ∈ range (a + 1), X ^ a * Y ^ b := by
        refine Finset.sum_congr rfl fun k hk => ?_
        have hk' : k + (a - k) = a := by
          have := Finset.mem_range.mp hk
          omega
        rw [mul_assoc, ← (hXY.pow_pow (a - k) b).eq, ← mul_assoc, ← pow_add, hk']
      rw [bornJordan, hsum, Finset.sum_const, Finset.card_range, ← Nat.cast_smul_eq_nsmul ℂ,
        smul_smul, Nat.cast_add, Nat.cast_one, inv_mul_cancel₀ (Nat.cast_add_one_ne_zero a),
        one_smul]
    rw [key Q P hc, key P Q hc.symm, (hc.pow_pow n m).eq]
  · -- quantum case: exchange the roles of Q and P in the commutator
    have h' : P * Q - Q * P = (Complex.I * ((-ħ : ℝ) : ℂ)) • (1 : A) := by
      rw [← neg_sub (Q * P) (P * Q), h, ← neg_smul]
      congr 1
      push_cast
      ring
    refine (eq_bornJordan h hħ ?_).symm
    rw [← neg_sub (P ^ (m + 1) * Q ^ (n + 1)) (Q ^ (n + 1) * P ^ (m + 1)),
      commutator_eq_bornJordan h' m n, ← neg_smul]
    congr 1
    push_cast
    ring

/-- The Weyl ordering of `q^2 p^m` is `(P^m Q^2 + 2 Q P^m Q + Q^2 P^m)/4`. -/
theorem weyl_two (Q P : A) (m : ℕ) :
    weyl Q P 2 m =
      (1 / 4 : ℂ) • (P ^ m * Q ^ 2 + (2 : ℂ) • (Q * P ^ m * Q) + Q ^ 2 * P ^ m) := by
  simp only [weyl, Finset.sum_range_succ, Finset.sum_range_zero, zero_add, pow_zero, pow_one,
    one_mul, mul_one, Nat.sub_zero, Nat.sub_self, Nat.choose_zero_right, Nat.choose_self,
    Nat.choose_one_right, Nat.cast_one, Nat.cast_ofNat, one_smul, show 2 - 1 = 1 from rfl]
  module

/-- For a canonical pair, the Born-Jordan and Weyl orderings of `q^2 p^(m+2)` differ by
`-ħ² (m+2)(m+1) P^m / 12`. -/
theorem bornJordan_sub_weyl {Q P : A} {ħ : ℝ}
    (h : Q * P - P * Q = (Complex.I * ħ) • (1 : A)) (m : ℕ) :
    bornJordan Q P 2 (m + 2) - weyl Q P 2 (m + 2) =
      (-((ħ : ℂ) ^ 2 * ((m : ℂ) + 2) * ((m : ℂ) + 1) / 12)) • P ^ m := by
  -- the difference is a double commutator with Q
  have e : bornJordan Q P 2 (m + 2) - weyl Q P 2 (m + 2) =
      (1 / 12 : ℂ) • (Q * (Q * P ^ (m + 2) - P ^ (m + 2) * Q) -
        (Q * P ^ (m + 2) - P ^ (m + 2) * Q) * Q) := by
    rw [weyl_two]
    generalize hR : P ^ (m + 2) = R
    simp only [bornJordan, hR, Finset.sum_range_succ, Finset.sum_range_zero, zero_add, pow_zero,
      pow_one, one_mul, mul_one, Nat.sub_zero, Nat.sub_self, Nat.cast_ofNat,
      show 2 - 1 = 1 from rfl, pow_two, mul_sub, sub_mul, mul_assoc]
    module
  have h1 : Q * P ^ (m + 2) - P ^ (m + 2) * Q =
      (Complex.I * ħ * ((m : ℂ) + 2)) • P ^ (m + 1) := by
    refine (commutator_pow h (m + 1)).trans ?_
    congr 1
    push_cast
    ring
  rw [e, h1, mul_smul_comm, smul_mul_assoc, ← smul_sub, commutator_pow h m, smul_smul, smul_smul]
  congr 1
  linear_combination ((ħ : ℂ) ^ 2 * ((m : ℂ) + 2) * ((m : ℂ) + 1) / 12) * Complex.I_sq

/-- For a canonical pair, the Born-Jordan ordering of `q^2 p^2` minus its Weyl form
is the constant `-ħ²/6`. -/
theorem bornJordan_two_two {Q P : A} {ħ : ℝ}
    (h : Q * P - P * Q = (Complex.I * ħ) • (1 : A)) :
    bornJordan Q P 2 2 -
        (1 / 4 : ℂ) • (P ^ 2 * Q ^ 2 + (2 : ℂ) • (Q * P ^ 2 * Q) + Q ^ 2 * P ^ 2) =
      (-((ħ : ℂ) ^ 2 / 6)) • (1 : A) := by
  rw [← weyl_two Q P 2]
  refine (bornJordan_sub_weyl h 0).trans ?_
  rw [pow_zero]
  congr 1
  push_cast
  ring

/-- For a canonical pair with `ħ ≠ 0` in a nontrivial algebra, `[Q^3, P^3]` is not
`9iħ` times the Weyl ordering of `q^2 p^2`. -/
theorem commutator_ne_weyl [Nontrivial A] {Q P : A} {ħ : ℝ}
    (h : Q * P - P * Q = (Complex.I * ħ) • (1 : A)) (hħ : ħ ≠ 0) :
    Q ^ 3 * P ^ 3 - P ^ 3 * Q ^ 3 ≠ (9 * (Complex.I * ħ)) • weyl Q P 2 2 := by
  intro e
  -- otherwise the two orderings would coincide
  have hT : weyl Q P 2 2 = bornJordan Q P 2 2 := by
    refine eq_bornJordan h hħ (e.trans ?_)
    congr 1
    push_cast
    ring
  have d := bornJordan_two_two h
  rw [← weyl_two Q P 2, ← hT, sub_self] at d
  have hc : (-((ħ : ℂ) ^ 2 / 6)) ≠ 0 :=
    neg_ne_zero.mpr (div_ne_zero (pow_ne_zero 2 (Complex.ofReal_ne_zero.mpr hħ)) (by norm_num))
  rcases smul_eq_zero.mp d.symm with h0 | h0
  · exact hc h0
  · exact one_ne_zero h0

/-- On complex polynomials, multiplication by `x` and `-iħ d/dx` satisfy the canonical
commutation relation. -/
theorem canonical_pair_witness (ħ : ℝ) :
    (LinearMap.mulLeft ℂ (Polynomial.X : Polynomial ℂ) : Module.End ℂ (Polynomial ℂ)) *
        ((-(Complex.I * ħ)) • (Polynomial.derivative : Module.End ℂ (Polynomial ℂ))) -
      ((-(Complex.I * ħ)) • (Polynomial.derivative : Module.End ℂ (Polynomial ℂ))) *
        (LinearMap.mulLeft ℂ (Polynomial.X : Polynomial ℂ) : Module.End ℂ (Polynomial ℂ)) =
      (Complex.I * ħ) • (1 : Module.End ℂ (Polynomial ℂ)) := by
  refine LinearMap.ext fun f => ?_
  simp only [LinearMap.sub_apply, Module.End.mul_apply, LinearMap.smul_apply,
    LinearMap.mulLeft_apply, Module.End.one_apply, Polynomial.derivative_mul,
    Polynomial.derivative_X, one_mul, mul_smul_comm]
  module

end BornJordanOrdering
```

```lean
#print axioms BornJordanOrdering.commutator_eq_bornJordan
-- 'BornJordanOrdering.commutator_eq_bornJordan' depends on axioms: [propext, Classical.choice, Quot.sound]
#print axioms BornJordanOrdering.bornJordan_symm
-- 'BornJordanOrdering.bornJordan_symm' depends on axioms: [propext, Classical.choice, Quot.sound]
#print axioms BornJordanOrdering.commutator_ne_weyl
-- 'BornJordanOrdering.commutator_ne_weyl' depends on axioms: [propext, Classical.choice, Quot.sound]
```

## Inductions, cancellation and the double commutator

`commutator_telescope` replaces the cancellation of neighbouring terms by induction on `n`. `Finset.sum_range_succ'` splits off the term $k=0$; the remaining terms share a factor $X$ on the left, and the induction hypothesis sums them. What is left is

$$[X^{n+2},Y]=X[X^{n+1},Y]+[X,Y]X^{n+1},$$

which `noncomm_ring` verifies with $X^{n+1}$ treated as a single symbol. `commutator_pow` follows the second induction above, with the product rule as the first line of its `calc` block.

`commutator_eq_bornJordan` rewrites with these two lemmas. The auxiliary equation `hs` cancels $n+1$ against the normalisation of the average, after which the two sums are compared term by term. `eq_bornJordan` equates the two expressions for the commutator and multiplies by the inverse of the scalar, which `ha` has shown to be nonzero.

`bornJordan_symm` separates $\hbar=0$ from $\hbar\neq0$. In the first case, `key` shows that the average over commuting elements is the plain product. In the second, `h'` is the canonical relation for the exchanged pair with $-\hbar$, and `eq_bornJordan` is applied with the exchanged average as `T`.

`weyl_two` expands the binomial sum for two factors of $Q$. In `bornJordan_sub_weyl`, the equation `e` is the double-commutator identity: after expansion, `module` compares the coefficients of the three operator products. Two uses of `commutator_pow` evaluate the commutators, and the closing `linear_combination` uses $i^2=-1$. `bornJordan_two_two` is the case `m = 0`.

`commutator_ne_weyl` argues by contradiction. If the Weyl form satisfied the commutator rule, `eq_bornJordan` would make it equal to the Born–Jordan form, and their difference would vanish. Then $-\hbar^2/6$ times the unit would be zero, so either the scalar or the unit would be zero, and the hypotheses exclude both.

Finally, `canonical_pair_witness` applies both sides to a polynomial $f$ and uses the product rule: $-i\hbar xf'+i\hbar(xf)'=i\hbar f$.
